# A Newton potentiostat converges from any starting charge if the potential curve is convex with positive slope and attains the set potential

Let $q$ be the charge on an electrode and $\varphi(q)$ its potential at that charge. The slope $\varphi'(q)$ is the inverse differential capacitance. The potentiostat is given a set potential $U$, and $q^*$ denotes a target charge, one with $\varphi(q^*) = U$. One update replaces $q$ by

$$N(q) = q - \frac{\varphi(q) - U}{\varphi'(q)},$$

which is the charge at which the tangent to the curve at $q$ reaches $U$. Starting from $q_0$, the updates generate $q_{n+1} = N(q_n)$.

The sign convention is that potential rises with charge. If $q$ counted electrons instead, the curve would fall and the signs would have to be changed first. Charge and potential are plain real numbers, in any consistent units.

In Lean 4 with Mathlib:

```lean
import Mathlib

open Filter Topology Set

namespace PotentiostatNewton

noncomputable section
```

The conditions on the curve are collected in `ConvexElectrode φ`: convexity on the whole real line, differentiability everywhere, and a positive derivative everywhere.

```lean
/-- A charge–potential curve that is convex and differentiable, with positive slope
(inverse differential capacitance) at every charge. -/
structure ConvexElectrode (φ : ℝ → ℝ) : Prop where
  convex : ConvexOn ℝ univ φ
  diff : Differentiable ℝ φ
  slope_pos : ∀ q, 0 < deriv φ q
```

In the code `newtonStep φ U q` is $N(q)$, and `deriv φ q` is $\varphi'(q)$.

```lean
/-- One potentiostat update: the Newton correction of the charge `q` towards the
set potential `U`. -/
def newtonStep (φ : ℝ → ℝ) (U q : ℝ) : ℝ := q - (φ q - U) / deriv φ q
```

The sequence $q_n$ is `charge φ U q₀ n`, with index 0 for the initial charge.

```lean
/-- The electrode charge after `n` potentiostat updates, starting from `q₀`. -/
def charge (φ : ℝ → ℝ) (U q₀ : ℝ) : ℕ → ℝ
  | 0 => q₀
  | n + 1 => newtonStep φ U (charge φ U q₀ n)
```

The result applies to constant-potential electrode simulations in which the response reduces to one static curve of a single charge, provided that this curve meets the conditions above and attains the set potential, and that potential and slope are evaluated exactly. Noise, ionic relaxation between updates and an approximate capacitance are not covered.

## Convexity and differentiability: the curve lies above its tangents

Physically, convexity says that the differential capacitance $1/\varphi'$ never increases as the signed charge $q$ increases. This is a real restriction over the full range of charge: a curve antisymmetric about zero charge is convex only if it is a straight line. Differentiability says that the capacitance has no jumps that would leave the update without a definite slope.

By hand, take charges $q$ and $x$ and $0 < t \le 1$. Convexity gives

$$\varphi(q + t(x-q)) \le (1-t)\,\varphi(q) + t\,\varphi(x).$$

Subtract $\varphi(q)$, divide by $t$ and let $t \to 0$. The left side becomes a derivative, and

$$\varphi(q) + \varphi'(q)(x - q) \le \varphi(x). \tag{1}$$

The proof of `tangent_le` reaches (1) by comparing the derivative at $q$ with the slope of the secant between $q$ and $x$. It treats $x$ to the right of $q$, equal to $q$ and to the left of $q$ separately, because multiplying out the secant slope needs a positive denominator.

```lean
variable {φ : ℝ → ℝ} {U qs : ℝ}

/-- The potential curve lies above each of its tangents. -/
theorem tangent_le (h : ConvexElectrode φ) (q x : ℝ) :
    φ q + deriv φ q * (x - q) ≤ φ x := by
  rcases lt_trichotomy q x with hx | hx | hx
  · have h1 := h.convex.deriv_le_slope (mem_univ q) (mem_univ x) hx (h.diff q)
    rw [slope_def_field, le_div_iff₀ (sub_pos.2 hx)] at h1
    linarith
  · subst hx
    simp
  · have h1 := h.convex.slope_le_deriv (mem_univ x) (mem_univ q) hx (h.diff q)
    rw [slope_def_field, div_le_iff₀ (sub_pos.2 hx)] at h1
    linarith
```

For $x < y$, write (1) once with the tangent at $x$ and once with the tangent at $y$:

$$\varphi(x) + \varphi'(x)(y-x) \le \varphi(y), \qquad \varphi(y) + \varphi'(y)(x-y) \le \varphi(x).$$

Their sum is $(\varphi'(x) - \varphi'(y))(y-x) \le 0$, so $\varphi'(x) \le \varphi'(y)$. In `slope_mono` the same sum is used by contradiction: if the slope decreased, the product on the left would be positive. No second derivative is involved.

```lean
/-- The slope of the potential curve does not decrease with charge. -/
theorem slope_mono (h : ConvexElectrode φ) {x y : ℝ} (hxy : x ≤ y) :
    deriv φ x ≤ deriv φ y := by
  rcases hxy.eq_or_lt with rfl | hlt
  · exact le_rfl
  · by_contra hc
    have hc' := not_le.1 hc
    -- add the tangent inequalities at the two charges
    nlinarith [tangent_le h x y, tangent_le h y x,
      mul_pos (sub_pos.2 hc') (sub_pos.2 hlt)]
```

Without convexity, convergence from every start can fail. Take $\varphi(q) = q/\sqrt{1+q^2}$ and $U = 0$, so that $q^* = 0$. The slope $(1+q^2)^{-3/2}$ is positive everywhere, but the update is

$$N(q) = q - q(1+q^2) = -q^3.$$

From $q_0 = 1$ the charge alternates between $1$ and $-1$, and from $|q_0| > 1$ it diverges.

## An attained set potential: where the tangents are compared

The hypothesis `hU : φ qs = U` says that the electrode can actually reach the set potential, at the charge `qs`, which is $q^*$. It enters through two uses of (1).

First, evaluate the tangent at $q$ at the charge $q^*$:

$$\varphi(q) + \varphi'(q)(q^* - q) \le U.$$

Rearranging and dividing by $\varphi'(q) > 0$ gives $(\varphi(q)-U)/\varphi'(q) \le q - q^*$, and therefore $N(q) \ge q^*$. This holds for every $q$, on either side of the target. The lemma below follows these lines, with `div_le_iff₀` performing the division.

```lean
/-- From any charge, a single update lands at or above the target charge. -/
theorem target_le_newtonStep (h : ConvexElectrode φ) (hU : φ qs = U) (q : ℝ) :
    qs ≤ newtonStep φ U q := by
  have h1 := tangent_le h q qs
  have h2 : (φ q - U) / deriv φ q ≤ q - qs := by
    rw [div_le_iff₀ (h.slope_pos q)]
    linarith
  unfold newtonStep
  linarith
```

Second, evaluate the tangent at $q^*$ at the charge $q$: $U + \varphi'(q^*)(q - q^*) \le \varphi(q)$. Dividing $\varphi(q) - U$ by $\varphi'(q)$ and inserting the result in the update gives

$$N(q) - q^* \le \left(1 - \frac{\varphi'(q^*)}{\varphi'(q)}\right)(q - q^*). \tag{2}$$

For $q \ge q^*$ the subtracted term is nonnegative, so (2) also gives $N(q) \le q$: the charge descends towards the target without crossing it.

```lean
/-- Above the target, one update multiplies the charge error by at most one minus the
ratio of the slope at the target to the slope at the present charge. -/
theorem newtonStep_error (h : ConvexElectrode φ) (hU : φ qs = U) (q : ℝ) :
    newtonStep φ U q - qs ≤ (1 - deriv φ qs / deriv φ q) * (q - qs) := by
  have hp := h.slope_pos q
  have h1 : deriv φ qs * (q - qs) ≤ φ q - U := by
    linarith [tangent_le h qs q]
  have h2 : deriv φ qs * (q - qs) / deriv φ q ≤ (φ q - U) / deriv φ q := by
    rw [div_le_div_iff₀ hp hp]
    exact mul_le_mul_of_nonneg_right h1 hp.le
  have h3 : deriv φ qs / deriv φ q * (q - qs)
      = deriv φ qs * (q - qs) / deriv φ q := by ring
  unfold newtonStep
  linarith
```

If the set potential is not attained, the updates have nowhere to settle. For $\varphi(q) = e^q$ and $U = 0$, the curve is convex and differentiable with positive slope, but $N(q) = q - 1$, and the charge runs off to $-\infty$.

## Positive slope: a contraction factor below one

Positive slope means positive differential capacitance: adding charge always raises the potential. It has already justified the divisions above, and it also makes $q^*$ unique. Its remaining task is to bound the error.

For every $n \ge 0$ we have $q_{n+1} \ge q^*$, and by (2) the charges after the first update do not rise. Hence $q^* \le q_{n+1} \le q_1$, and the monotone slope gives $\varphi'(q^*) \le \varphi'(q_{n+1}) \le \varphi'(q_1)$. Define

$$r = 1 - \frac{\varphi'(q^*)}{\varphi'(q_1)}, \qquad 0 \le r < 1.$$

The lower bound on $r$ comes from monotonicity of the slope, the strict upper bound from its positivity. The factor in (2) at $q_{n+1}$ is at most $r$, so $q_{n+2} - q^* \le r\,(q_{n+1} - q^*)$, and by induction

$$q_{n+1} - q^* \le r^n (q_1 - q^*). \tag{3}$$

In `charge_error_geometric`, `hlow` is the lower bound by the target, `hr` is $r \ge 0$, `hstep` is (2) along the sequence, and `hup` is the bound by $q_1$, proved by its own induction. The final induction on `n` replaces each factor by $r$ and multiplies the previous bound by $r$.

```lean
/-- After the first update the charge error is bounded by a geometric sequence, whose
ratio is set by the slopes at the target and at the first updated charge. -/
theorem charge_error_geometric (h : ConvexElectrode φ) (hU : φ qs = U) (q₀ : ℝ) (n : ℕ) :
    charge φ U q₀ (n + 1) - qs ≤
      (1 - deriv φ qs / deriv φ (charge φ U q₀ 1)) ^ n * (charge φ U q₀ 1 - qs) := by
  have hlow : ∀ k, qs ≤ charge φ U q₀ (k + 1) := fun k => target_le_newtonStep h hU _
  have hr : 0 ≤ 1 - deriv φ qs / deriv φ (charge φ U q₀ 1) := by
    have := (div_le_one (h.slope_pos (charge φ U q₀ 1))).2 (slope_mono h (hlow 0))
    linarith
  -- the one-step error bound along the sequence, then the bound by the first updated charge
  have hstep : ∀ k, charge φ U q₀ (k + 2) - qs ≤
      (1 - deriv φ qs / deriv φ (charge φ U q₀ (k + 1))) * (charge φ U q₀ (k + 1) - qs) :=
    fun k => newtonStep_error h hU _
  have hup : ∀ k, charge φ U q₀ (k + 1) ≤ charge φ U q₀ 1 := by
    intro k
    induction k with
    | zero => exact le_rfl
    | succ k ih =>
      have h1 := hstep k
      have h2 := mul_nonneg
        (div_pos (h.slope_pos qs) (h.slope_pos (charge φ U q₀ (k + 1)))).le
        (sub_nonneg.2 (hlow k))
      have h3 : charge φ U q₀ (k + 2) ≤ charge φ U q₀ (k + 1) := by linarith
      exact h3.trans ih
  induction n with
  | zero => simp
  | succ n ih =>
    have h1 : deriv φ qs / deriv φ (charge φ U q₀ 1) ≤
        deriv φ qs / deriv φ (charge φ U q₀ (n + 1)) := by
      rw [div_le_div_iff₀ (h.slope_pos _) (h.slope_pos _)]
      exact mul_le_mul_of_nonneg_left (slope_mono h (hup n)) (h.slope_pos qs).le
    have h2 := mul_le_mul_of_nonneg_right h1 (sub_nonneg.2 (hlow n))
    have h3 := mul_le_mul_of_nonneg_left ih hr
    have h4 := hstep n
    rw [pow_succ']
    linarith
```

The main theorem has three parts: $q^* \le q_{n+1}$ for every $n$; the sequence $n \mapsto q_{n+1}$ is nonincreasing, expressed by `Antitone`; and the whole sequence $q_n$ tends to $q^*$, expressed by `Tendsto`. The shifted index leaves the initial charge free to lie anywhere.

The first part is the one-step bound and the second is the descent from (2). For the third, (3) places $q_{n+1}$ between $q^*$ and $q^* + r^n(q_1 - q^*)$. Since $r^n \to 0$, squeezing gives convergence of the shifted sequence, and `tendsto_add_atTop_iff_nat` transfers it to the unshifted one.

```lean
/-- From any initial charge, the potentiostat charges are at least the target after one
update, are nonincreasing from then on, and converge to the target. -/
theorem potentiostat_converges (h : ConvexElectrode φ) (hU : φ qs = U) (q₀ : ℝ) :
    (∀ n, qs ≤ charge φ U q₀ (n + 1)) ∧
    Antitone (fun n => charge φ U q₀ (n + 1)) ∧
    Tendsto (charge φ U q₀) atTop (𝓝 qs) := by
  have hlow : ∀ n, qs ≤ charge φ U q₀ (n + 1) := fun n => target_le_newtonStep h hU _
  refine ⟨hlow, antitone_nat_of_succ_le fun n => ?_, ?_⟩
  · have h1 : charge φ U q₀ (n + 1 + 1) - qs ≤ _ := newtonStep_error h hU _
    have h2 := mul_nonneg
      (div_pos (h.slope_pos qs) (h.slope_pos (charge φ U q₀ (n + 1)))).le
      (sub_nonneg.2 (hlow n))
    linarith
  · have hp := h.slope_pos (charge φ U q₀ 1)
    have hr0 : 0 ≤ 1 - deriv φ qs / deriv φ (charge φ U q₀ 1) := by
      have := (div_le_one hp).2 (slope_mono h (hlow 0))
      linarith
    have hr1 : 1 - deriv φ qs / deriv φ (charge φ U q₀ 1) < 1 := by
      have := div_pos (h.slope_pos qs) hp
      linarith
    -- squeeze between the target and the geometric bound
    have hlim := ((tendsto_pow_atTop_nhds_zero_of_lt_one hr0 hr1).mul_const
      (charge φ U q₀ 1 - qs)).const_add qs
    rw [zero_mul, add_zero] at hlim
    refine (tendsto_add_atTop_iff_nat 1).1 ?_
    refine tendsto_of_tendsto_of_tendsto_of_le_of_le tendsto_const_nhds hlim hlow ?_
    intro n
    have := charge_error_geometric h hU q₀ n
    change charge φ U q₀ (n + 1) ≤ qs + _ * _
    linarith
```

If the slope may be negative, the target need not be unique and the updates may settle elsewhere. Take $\varphi(q) = q^2$, $U = 1$ and $q^* = 1$. The charge $q_0 = -1$ already has potential $1$, so every update leaves it there, below the chosen target.

## Linear growth of the slope: quadratic error reduction

The bound (3) is only geometric. A quadratic bound on the error follows if the inverse capacitance grows at most linearly above the target. The hypothesis `hK` states this with a constant $K$:

$$\varphi'(q) - \varphi'(q^*) \le K(q - q^*) \qquad \text{for all } q \ge q^*.$$

For such $q$ the factor in (2) satisfies

$$1 - \frac{\varphi'(q^*)}{\varphi'(q)} = \frac{\varphi'(q) - \varphi'(q^*)}{\varphi'(q)} \le \frac{K(q - q^*)}{\varphi'(q^*)},$$

because $\varphi'(q) \ge \varphi'(q^*)$. Multiplying by $q - q^* \ge 0$ yields

$$N(q) - q^* \le \frac{K}{\varphi'(q^*)}(q - q^*)^2.$$

In the proof, `h1` is the bound on the factor, and the `calc` block inserts it into (2). The theorem assumes `qs ≤ q`, which the sequence satisfies from $q_1$ onwards.

```lean
/-- If the slope grows at most linearly above the target, with constant `K`, then one update
from above leaves an error of at most `K / φ'(qs)` times the squared error. -/
theorem newtonStep_quadratic (h : ConvexElectrode φ) (hU : φ qs = U) {K : ℝ}
    (hK : ∀ q, qs ≤ q → deriv φ q - deriv φ qs ≤ K * (q - qs)) {q : ℝ} (hq : qs ≤ q) :
    newtonStep φ U q - qs ≤ K / deriv φ qs * (q - qs) ^ 2 := by
  have hm := h.slope_pos qs
  have hd := h.slope_pos q
  have hmd := slope_mono h hq
  have h1 : 1 - deriv φ qs / deriv φ q ≤ K * (q - qs) / deriv φ qs := by
    have e : 1 - deriv φ qs / deriv φ q = (deriv φ q - deriv φ qs) / deriv φ q := by
      rw [sub_div, div_self hd.ne']
    rw [e, div_le_div_iff₀ hd hm]
    exact mul_le_mul (hK q hq) hmd hm.le ((sub_nonneg.2 hmd).trans (hK q hq))
  calc newtonStep φ U q - qs ≤ (1 - deriv φ qs / deriv φ q) * (q - qs) :=
        newtonStep_error h hU q
    _ ≤ K * (q - qs) / deriv φ qs * (q - qs) :=
        mul_le_mul_of_nonneg_right h1 (sub_nonneg.2 hq)
    _ = K / deriv φ qs * (q - qs) ^ 2 := by ring
```

Without this growth condition the sequence still converges, but the quadratic bound can fail. Let $\varphi(q) = q$ for $q < 0$ and $\varphi(q) = q + \tfrac23 q^{3/2}$ for $q \ge 0$, with $U = 0$ and $q^* = 0$. The slope is $1 + \sqrt q$ for $q \ge 0$, which no finite $K$ controls near zero. For $q > 0$ one update gives

$$N(q) = \frac{q^{3/2}}{3(1+\sqrt q)},$$

so near the target the error shrinks only with the power $3/2$.

## Positive coefficients: a curve that attains every potential

A concrete curve satisfying the conditions of the convergence theorem is $\varphi(q) = kq + Ae^q$ with dimensionless $q$ and $k, A > 0$. It does not satisfy `hK` as stated, since its slope grows exponentially and no constant $K$ works for all $q \ge q^*$. The derivation above uses the bound only at the present charge, however, and for charges between $q^*$ and $q_1$ the constant $K = Ae^{q_1}$ suffices, so the quadratic bound still holds along the sequence from $q_1$ onwards. Here $k$ is the constant inverse capacitance of a linear capacitor, and $A$ sets the strength of an added exponential stiffening. Both are model parameters, not derived from an interface.

```lean
/-- A model potential curve: a linear capacitor term plus an exponential term, in a
dimensionless charge. -/
def expCurve (k A q : ℝ) : ℝ := k * q + A * Real.exp q
```

The slope is $k + Ae^q > 0$. The linear term satisfies the convexity inequality with equality, and the exponential term satisfies it after multiplication by $A > 0$. The proof of `expCurve_witness` checks these points directly from the derivative and the convexity of the exponential.

```lean
/-- With positive coefficients, the linear-plus-exponential curve is convex and
differentiable with positive slope. -/
theorem expCurve_witness {k A : ℝ} (hk : 0 < k) (hA : 0 < A) :
    ConvexElectrode (expCurve k A) := by
  have hder : ∀ q, HasDerivAt (expCurve k A) (k * 1 + A * Real.exp q) q := fun q =>
    ((hasDerivAt_id' q).const_mul k).fun_add ((Real.hasDerivAt_exp q).const_mul A)
  refine ⟨⟨convex_univ, ?_⟩, fun q => (hder q).differentiableAt, fun q => ?_⟩
  · intro x _ y _ a b ha hb hab
    have h1 := convexOn_exp.2 (mem_univ x) (mem_univ y) ha hb hab
    have h2 := mul_le_mul_of_nonneg_left h1 hA.le
    simp only [smul_eq_mul, expCurve] at h2 ⊢
    linarith
  · rw [(hder q).deriv]
    positivity
```

It remains to show that a target exists for every $U$. At $q_- = -(|U| + A)/k \le 0$ we have $e^{q_-} \le 1$, hence

$$\varphi(q_-) \le -|U| - A + A = -|U| \le U.$$

At $q_+ = |U|/k$ the exponential term is positive, so $\varphi(q_+) > |U| \ge U$. Continuity then provides a charge $q$ with $\varphi(q) = U$. In the proof these two bounds are `hlo` and `hhi`, and the main theorem supplies convergence to that same charge from every `q₀`.

```lean
/-- For the linear-plus-exponential curve, every set potential is attained at some charge,
and the potentiostat converges to that charge from every initial charge. -/
theorem expCurve_converges {k A : ℝ} (hk : 0 < k) (hA : 0 < A) (U : ℝ) :
    ∃ q, expCurve k A q = U ∧
      ∀ q₀, Tendsto (charge (expCurve k A) U q₀) atTop (𝓝 q) := by
  have h := expCurve_witness hk hA
  -- bracket the set potential and use continuity
  have hlo : expCurve k A (-(|U| + A) / k) ≤ U := by
    have h0 : -(|U| + A) / k ≤ 0 :=
      div_nonpos_of_nonpos_of_nonneg (by linarith [abs_nonneg U]) hk.le
    have h1 := mul_le_mul_of_nonneg_left (Real.exp_le_one_iff.2 h0) hA.le
    have h2 : k * (-(|U| + A) / k) = -(|U| + A) := mul_div_cancel₀ _ hk.ne'
    unfold expCurve
    linarith [neg_abs_le U]
  have hhi : U ≤ expCurve k A (|U| / k) := by
    have h1 := mul_pos hA (Real.exp_pos (|U| / k))
    have h2 : k * (|U| / k) = |U| := mul_div_cancel₀ _ hk.ne'
    unfold expCurve
    linarith [le_abs_self U]
  obtain ⟨q, hq⟩ := mem_range_of_exists_le_of_exists_ge h.diff.continuous ⟨_, hlo⟩ ⟨_, hhi⟩
  exact ⟨q, hq, fun q₀ => (potentiostat_converges h hq q₀).2.2⟩

end

end PotentiostatNewton
```

The linear term secures the lower bracket. With $k = 0$ and $A > 0$ the potential is always positive, and no set potential $U \le 0$ can be reached.

```lean
#print axioms PotentiostatNewton.newtonStep_quadratic
-- 'PotentiostatNewton.newtonStep_quadratic' depends on axioms: [propext, Classical.choice, Quot.sound]
#print axioms PotentiostatNewton.expCurve_converges
-- 'PotentiostatNewton.expCurve_converges' depends on axioms: [propext, Classical.choice, Quot.sound]
```
